# Coulomb gauge for real antisymmetric bond phases on a finite connected graph with symmetric positive weights

Q: A charged particle hopping on a lattice in a magnetic field picks up a phase on each bond. Phases chosen at the sites change these bond phases but not the physics, and Coulomb gauge asks for a choice with zero lattice divergence. The hopping amplitude only knows its phase modulo $2\pi$, yet you treat it as a real number. Is that still the same problem?

A: It is, once a real value $A_{ij}$ has been chosen for each bond phase, with $A_{ji}=-A_{ij}$. In a hopping term $t_{ij}e^{iA_{ij}}c_i^\dagger c_j$, the substitution $c_i=e^{-i\theta_i}d_i$ turns $A_{ij}$ into $A_{ij}+\theta_i-\theta_j$. The Coulomb condition is then linear in the real site phases $\theta_i$:

$$\sum_{j\sim i} w_{ij}\,(A_{ij}+\theta_i-\theta_j)=0\quad\text{at every site } i,$$

where $j\sim i$ means that $j$ is a neighbour of $i$. The weight $w_{ij}=w_{ji}>0$ describes the geometry of the bond, such as cross-section over length on a non-uniform grid; it is not the hopping amplitude.

The choice of real values is the step that the hypotheses leave to you, and it matters. Take a triangle with equal weights and all phases zero. Adding $2\pi$ to one directed bond, and $-2\pi$ to its reverse, leaves the hopping unchanged, but the Coulomb phases become $2\pi/3$ on each bond around the loop instead of zero.

Q: Given those real values, why is there a solution at all? The graph Laplacian is singular.

A: Write $(\operatorname{div}B)_i=\sum_{j\sim i}w_{ij}B_{ij}$ for a bond field $B$, and $(L\theta)_i=\sum_{j\sim i}w_{ij}(\theta_i-\theta_j)$. We need $L\theta=-\operatorname{div}A$.

For antisymmetric $B$, exchanging the names $i$ and $j$ gives $\sum_i\sum_{j\sim i}w_{ij}B_{ij}\chi_j=-\sum_i\sum_{j\sim i}w_{ij}B_{ij}\chi_i$ for any site function $\chi$. Hence

$$\sum_i\chi_i(\operatorname{div}B)_i=\tfrac12\sum_i\sum_{j\sim i}w_{ij}B_{ij}(\chi_i-\chi_j).$$

Setting $\chi=1$ shows that the total divergence is zero. Setting $B_{ij}=\chi_i-\chi_j$ gives $\sum_i\chi_i(L\chi)_i=\tfrac12\sum_i\sum_{j\sim i}w_{ij}(\chi_i-\chi_j)^2$. If $L\chi=0$, every term on the right vanishes, so $\chi$ agrees across each bond and, by connectedness, everywhere.

Now let $(M\theta)_i=(L\theta)_i+\sum_k\theta_k$ on $N$ sites. If $M\theta=0$, summing over $i$ gives $N\sum_k\theta_k=0$. Then $L\theta=0$, so $\theta$ is a constant with zero sum, which is zero. Thus $M$ is injective, and in finite dimension also surjective. Solve $M\theta=-\operatorname{div}A$ and sum over $i$: the right side gives zero, so $\sum_k\theta_k=0$ and $L\theta=-\operatorname{div}A$.

Two solutions differ by some $\chi$ with $L\chi=0$, a constant. Conversely, adding a constant changes no difference $\theta_i-\theta_j$.

Q: Which lattices does the Lean version admit?

A: The definitions take any finite simple graph `G` on a site type `V`, rings and periodic clusters included, but with no self-bonds or double bonds. The main results also assume that `G` is connected. The weights `w` are a real function of ordered pairs.

```lean
import Mathlib

open Finset

namespace LatticeCoulombGauge

noncomputable section

variable {V : Type*} [Fintype V] (G : SimpleGraph V) [DecidableRel G.Adj] (w : V → V → ℝ)
```

The gauge transformation has the sign convention used above. With `0` in place of `A` it gives the pure gauge field $\theta_i-\theta_j$.

```lean
/-- The gauge transformation of bond phases `A` by site phases `θ`:
`A i j` becomes `A i j + θ i - θ j`. -/
def gaugeTransform {V : Type*} (A : V → V → ℝ) (θ : V → ℝ) : V → V → ℝ :=
  fun i j => A i j + θ i - θ j
```

The divergence sums over neighbours only, so values of `w` and `A` off the bonds play no part in it.

```lean
/-- The lattice divergence of a bond field at site `i`: the weighted sum over the neighbours. -/
def divergence (B : V → V → ℝ) (i : V) : ℝ :=
  ∑ j with G.Adj i j, w i j * B i j

/-- The site phases `θ` bring `A` to Coulomb gauge: the transformed phases have zero
divergence at every site. -/
def IsCoulomb (A : V → V → ℝ) (θ : V → ℝ) : Prop :=
  ∀ i, divergence G w (gaugeTransform A θ) i = 0
```

Q: And the functional? Coulomb gauge is often introduced as a minimisation.

A: It is $F[B]=\tfrac12\sum_i\sum_{j\sim i}w_{ij}B_{ij}^2$. The half compensates for ordered pairs, so each bond of an antisymmetric field counts once.

```lean
/-- The gauge functional: half the weighted sum of squared bond phases over ordered pairs
of neighbours. -/
def gaugeFunctional (B : V → V → ℝ) : ℝ :=
  (1 / 2) * ∑ i, ∑ j with G.Adj i j, w i j * B i j ^ 2
```

Q: Show me where the steps of your derivation sit.

A: First come two pieces of bookkeeping: successive transformations add their site phases, and a transformation adds $L\theta$ to the divergence.

```lean
variable {G w}

/-- Two successive gauge transformations amount to one, with the site phases added. -/
theorem gaugeTransform_add {V : Type*} (A : V → V → ℝ) (θ χ : V → ℝ) :
    gaugeTransform A (θ + χ) = gaugeTransform (gaugeTransform A θ) χ := by
  funext i j
  simp only [gaugeTransform, Pi.add_apply]
  ring

/-- A gauge transformation adds to the divergence that of the pure gauge field. -/
theorem divergence_gaugeTransform (A : V → V → ℝ) (θ : V → ℝ) (i : V) :
    divergence G w (gaugeTransform A θ) i =
      divergence G w A i + divergence G w (gaugeTransform 0 θ) i := by
  unfold divergence
  rw [← Finset.sum_add_distrib]
  refine Finset.sum_congr rfl fun j _ => ?_
  simp only [gaugeTransform, Pi.zero_apply]
  ring
```

Next is summation by parts. The inner claim `swap` is the exchange of names; `Finset.sum_comm` reorders the double sum, and the case split on `G.Adj i j` applies the symmetry of `w` and the antisymmetry of `B` only on bonds.

```lean
/-- Summation by parts on a finite lattice, for symmetric weights and an antisymmetric bond field.
-/
theorem sum_by_parts (hw : ∀ i j, G.Adj i j → w i j = w j i) {B : V → V → ℝ}
    (hB : ∀ i j, G.Adj i j → B j i = -B i j) (χ : V → ℝ) :
    ∑ i, χ i * divergence G w B i =
      (1 / 2) * ∑ i, ∑ j with G.Adj i j, w i j * B i j * (χ i - χ j) := by
  -- exchanging the two ends of each bond changes the sign
  have swap : ∑ i, ∑ j with G.Adj i j, w i j * B i j * χ j =
      -∑ i, ∑ j with G.Adj i j, w i j * B i j * χ i := by
    simp only [Finset.sum_filter]
    refine Finset.sum_comm.trans ?_
    rw [← Finset.sum_neg_distrib]
    refine Finset.sum_congr rfl fun i _ => ?_
    rw [← Finset.sum_neg_distrib]
    refine Finset.sum_congr rfl fun j _ => ?_
    by_cases h : G.Adj i j
    · rw [if_pos h.symm, if_pos h, hw i j h, hB i j h]
      ring
    · have h' : ¬ G.Adj j i := fun k => h k.symm
      rw [if_neg h', if_neg h, neg_zero]
  have e : ∑ i, χ i * divergence G w B i =
      ∑ i, ∑ j with G.Adj i j, w i j * B i j * χ i := by
    refine Finset.sum_congr rfl fun i _ => ?_
    unfold divergence
    rw [Finset.mul_sum]
    exact Finset.sum_congr rfl fun j _ => by ring
  simp only [mul_sub, Finset.sum_sub_distrib]
  rw [e, swap]
  ring
```

The positivity argument follows. Each bond term is bounded by the whole sum, so a functional that is at most zero forces equal phases at the two ends of every bond. Induction along a walk `p` carries this equality between any two sites.

```lean
/-- On a finite connected lattice with positive weights, a pure gauge field whose gauge functional
is not positive comes from a constant site phase. -/
theorem constant_of_functional_nonpos (hG : G.Connected)
    (hpos : ∀ i j, G.Adj i j → 0 < w i j) {χ : V → ℝ}
    (h0 : gaugeFunctional G w (gaugeTransform 0 χ) ≤ 0) (i j : V) : χ i = χ j := by
  have hn : ∀ i, ∀ j ∈ Finset.univ.filter (fun j => G.Adj i j),
      0 ≤ w i j * gaugeTransform 0 χ i j ^ 2 := fun i j hj =>
    mul_nonneg (hpos i j (Finset.mem_filter.mp hj).2).le (sq_nonneg _)
  -- every bond contributes zero, so the phases at its ends agree
  have edge : ∀ i j, G.Adj i j → χ i = χ j := by
    intro i j h
    have h1 : w i j * gaugeTransform 0 χ i j ^ 2 ≤
        ∑ j with G.Adj i j, w i j * gaugeTransform 0 χ i j ^ 2 :=
      Finset.single_le_sum (f := fun j => w i j * gaugeTransform 0 χ i j ^ 2) (hn i)
        (Finset.mem_filter.mpr ⟨Finset.mem_univ j, h⟩)
    have h2 : ∑ j with G.Adj i j, w i j * gaugeTransform 0 χ i j ^ 2 ≤
        ∑ i, ∑ j with G.Adj i j, w i j * gaugeTransform 0 χ i j ^ 2 :=
      Finset.single_le_sum
        (f := fun i => ∑ j with G.Adj i j, w i j * gaugeTransform 0 χ i j ^ 2)
        (fun i _ => Finset.sum_nonneg (hn i)) (Finset.mem_univ i)
    unfold gaugeFunctional at h0
    have hsq : gaugeTransform 0 χ i j ^ 2 ≤ 0 := by
      by_contra hc
      linarith [mul_pos (hpos i j h) (not_le.mp hc)]
    have hz : gaugeTransform 0 χ i j = 0 :=
      (pow_eq_zero_iff two_ne_zero).mp (le_antisymm hsq (sq_nonneg _))
    simp only [gaugeTransform, Pi.zero_apply] at hz
    linarith
  obtain ⟨p⟩ := hG.preconnected i j
  induction p with
  | nil => rfl
  | cons h p ih => exact (edge _ _ h).trans ih
```

Summation by parts with $B_{ij}=\chi_i-\chi_j$ then turns zero divergence into zero functional.

```lean
/-- On a finite connected lattice with symmetric positive weights, a pure gauge field without
divergence comes from a constant site phase. -/
theorem constant_of_divergence_zero (hG : G.Connected)
    (hw : ∀ i j, G.Adj i j → w i j = w j i) (hpos : ∀ i j, G.Adj i j → 0 < w i j)
    {χ : V → ℝ} (h : ∀ i, divergence G w (gaugeTransform 0 χ) i = 0) (i j : V) :
    χ i = χ j := by
  refine constant_of_functional_nonpos hG hpos (le_of_eq ?_) i j
  have hp := sum_by_parts hw (B := gaugeTransform 0 χ)
    (fun i j _ => by simp only [gaugeTransform, Pi.zero_apply]; ring) χ
  simp only [h, mul_zero, Finset.sum_const_zero] at hp
  rw [hp]
  unfold gaugeFunctional
  congr 1
  refine Finset.sum_congr rfl fun i _ => Finset.sum_congr rfl fun j _ => ?_
  simp only [gaugeTransform, Pi.zero_apply]
  ring
```

Q: So what exactly does the main theorem say?

A: Suppose `G` is connected (`hG`), and on its bonds the weights are symmetric (`hw`) and positive (`hpos`) and the phases antisymmetric (`hA`). Then there is a `θ` satisfying the Coulomb condition, and a `θ'` satisfies it exactly when it is `θ` plus a real constant `c`. On a single site the condition is empty, and any two values do differ by a constant.

```lean
/-- **Lattice Coulomb gauge.** On a finite connected lattice with symmetric positive weights,
antisymmetric bond phases can be brought to Coulomb gauge, and the site phases that do so
are unique up to an additive constant. -/
theorem exists_coulomb_gauge (hG : G.Connected)
    (hw : ∀ i j, G.Adj i j → w i j = w j i) (hpos : ∀ i j, G.Adj i j → 0 < w i j)
    {A : V → V → ℝ} (hA : ∀ i j, G.Adj i j → A j i = -A i j) :
    ∃ θ, IsCoulomb G w A θ ∧
      ∀ θ', IsCoulomb G w A θ' ↔ ∃ c : ℝ, ∀ i, θ' i = θ i + c := by
  have : Nonempty V := hG.nonempty
  have hcard : (Fintype.card V : ℝ) ≠ 0 := Nat.cast_ne_zero.mpr Fintype.card_ne_zero
  have total : ∀ B : V → V → ℝ, (∀ i j, G.Adj i j → B j i = -B i j) →
      ∑ i, divergence G w B i = 0 := fun B hB => by
    simpa using sum_by_parts hw hB (fun _ => 1)
  -- the graph Laplacian, made invertible by adding the total phase
  let M : (V → ℝ) →ₗ[ℝ] (V → ℝ) :=
    { toFun := fun θ i => divergence G w (gaugeTransform 0 θ) i + ∑ k, θ k
      map_add' := by
        intro a b
        ext i
        have e : divergence G w (gaugeTransform 0 (a + b)) i =
            divergence G w (gaugeTransform 0 a) i + divergence G w (gaugeTransform 0 b) i := by
          rw [gaugeTransform_add, divergence_gaugeTransform (gaugeTransform 0 a) b i]
        simp only [Pi.add_apply, Finset.sum_add_distrib, e]
        ring
      map_smul' := by
        intro c a
        ext i
        simp only [divergence, gaugeTransform, Pi.zero_apply, Pi.smul_apply, smul_eq_mul,
          RingHom.id_apply, mul_add, Finset.mul_sum]
        congr 1
        exact Finset.sum_congr rfl fun j _ => by ring }
  have key : ∀ θ r : V → ℝ, ∑ i, r i = 0 → M θ = r → ∑ k, θ k = 0 := by
    intro θ r hr hM
    have h : ∀ i, divergence G w (gaugeTransform 0 θ) i + ∑ k, θ k = r i :=
      fun i => congrFun hM i
    have s := (Finset.sum_congr rfl fun i (_ : i ∈ Finset.univ) => h i).trans hr
    rw [Finset.sum_add_distrib, total (gaugeTransform 0 θ)
      (fun i j _ => by simp only [gaugeTransform, Pi.zero_apply]; ring), zero_add,
      Finset.sum_const, Finset.card_univ, nsmul_eq_mul] at s
    exact (mul_eq_zero.mp s).resolve_left hcard
  have inj : Function.Injective M := by
    rw [← LinearMap.ker_eq_bot, LinearMap.ker_eq_bot']
    intro θ hθ
    have hs := key θ 0 (by simp) hθ
    have hc := constant_of_divergence_zero hG hw hpos (χ := θ) fun i => by
      have h : divergence G w (gaugeTransform 0 θ) i + ∑ k, θ k = 0 := congrFun hθ i
      linarith
    funext i
    rw [Finset.sum_congr rfl fun k _ => hc k i, Finset.sum_const, Finset.card_univ,
      nsmul_eq_mul] at hs
    exact (mul_eq_zero.mp hs).resolve_left hcard
  obtain ⟨θ, hθ⟩ := LinearMap.injective_iff_surjective.mp inj (fun i => -divergence G w A i)
  have hs := key θ _ (by rw [Finset.sum_neg_distrib, total A hA, neg_zero]) hθ
  have hC : IsCoulomb G w A θ := fun i => by
    have h : divergence G w (gaugeTransform 0 θ) i + ∑ k, θ k = -divergence G w A i :=
      congrFun hθ i
    rw [divergence_gaugeTransform]
    linarith
  refine ⟨θ, hC, fun θ' => ⟨fun h' => ?_, ?_⟩⟩
  · -- the difference of two solutions is a pure gauge field without divergence
    have hc := constant_of_divergence_zero hG hw hpos (χ := θ' - θ) fun i => by
      have h1 := divergence_gaugeTransform (G := G) (w := w) (gaugeTransform A θ) (θ' - θ) i
      rw [← gaugeTransform_add, add_sub_cancel, h' i, hC i] at h1
      linarith
    obtain ⟨o⟩ := hG.nonempty
    refine ⟨θ' o - θ o, fun i => ?_⟩
    have h2 := hc i o
    simp only [Pi.sub_apply] at h2
    linarith
  · rintro ⟨c, hc⟩
    have e : gaugeTransform A θ' = gaugeTransform A θ := by
      funext i j
      simp only [gaugeTransform, hc]
      ring
    intro i
    rw [e]
    exact hC i
```

In the proof, `total` is the vanishing total divergence, `key` shows that the sum of the site phases is zero, and `inj` is the injectivity of `M`.

Existence comes from `LinearMap.injective_iff_surjective`. It applies to a linear map from a finite-dimensional space to itself, which is why `M` is built as a linear map on `V → ℝ`, with additivity and homogeneity proved in `map_add'` and `map_smul'`. Lean obtains the finite dimension from the finiteness of `V`. The theorem returns a preimage of $-\operatorname{div}A$ without a formula for the inverse. In infinite dimension the equivalence fails: the right shift on sequences is injective but not surjective.

Q: Hermiticity only needs antisymmetry modulo $2\pi$. Would that do for `hA`?

A: No. Take two sites joined by a bond of weight 1, with $A_{12}=A_{21}=\pi$, a Hermitian hopping of negative sign. The conditions are $\pi+\theta_1-\theta_2=0$ and $\pi+\theta_2-\theta_1=0$, and their sum reads $2\pi=0$. Choosing $A_{21}=-\pi$ describes the same hopping and restores a solution.

Q: Does the minimisation pick out the same gauge?

A: Yes, for this quadratic functional. Write $A^\theta$ for the transformed phases. If $\alpha$ satisfies the Coulomb condition and $\delta=\beta-\alpha$, expanding the square gives

$$F[A^\beta]=F[A^\alpha]+F[0^\delta]+\sum_i\sum_{j\sim i}w_{ij}A^\alpha_{ij}(\delta_i-\delta_j).$$

The last term is $2\sum_i\delta_i(\operatorname{div}A^\alpha)_i=0$, so $\alpha$ is a minimiser. Conversely, if $\beta$ minimises $F$, then $F[0^\delta]\le 0$, so $\delta$ is constant and $\beta$ satisfies the condition too. In Lean, the inner claim `e` is this expansion, `split` is what remains once the last term has vanished, and the converse takes its `α` from the main theorem.

```lean
/-- On a finite connected lattice with symmetric positive weights and antisymmetric bond phases,
Coulomb gauge holds exactly when the site phases minimise the gauge functional. -/
theorem coulomb_iff_minimises (hG : G.Connected)
    (hw : ∀ i j, G.Adj i j → w i j = w j i) (hpos : ∀ i j, G.Adj i j → 0 < w i j)
    {A : V → V → ℝ} (hA : ∀ i j, G.Adj i j → A j i = -A i j) (θ : V → ℝ) :
    IsCoulomb G w A θ ↔ ∀ θ', gaugeFunctional G w (gaugeTransform A θ) ≤
      gaugeFunctional G w (gaugeTransform A θ') := by
  -- the functional splits orthogonally around a Coulomb solution
  have split : ∀ α β, IsCoulomb G w A α → gaugeFunctional G w (gaugeTransform A β) =
      gaugeFunctional G w (gaugeTransform A α) +
        gaugeFunctional G w (gaugeTransform 0 (β - α)) := by
    intro α β hα
    have hp := sum_by_parts hw (B := gaugeTransform A α)
      (fun i j h => by simp only [gaugeTransform]; rw [hA i j h]; ring) (β - α)
    simp only [hα _, mul_zero, Finset.sum_const_zero] at hp
    have e : gaugeFunctional G w (gaugeTransform A β) =
        gaugeFunctional G w (gaugeTransform A α) +
          gaugeFunctional G w (gaugeTransform 0 (β - α)) +
          2 * ((1 / 2) * ∑ i, ∑ j with G.Adj i j,
            w i j * gaugeTransform A α i j * ((β - α) i - (β - α) j)) := by
      unfold gaugeFunctional
      simp only [Finset.mul_sum, ← Finset.sum_add_distrib]
      refine Finset.sum_congr rfl fun i _ => Finset.sum_congr rfl fun j _ => ?_
      simp only [gaugeTransform, Pi.zero_apply, Pi.sub_apply]
      ring
    rw [e, ← hp]
    ring
  constructor
  · intro h θ'
    have hn : 0 ≤ gaugeFunctional G w (gaugeTransform 0 (θ' - θ)) :=
      mul_nonneg (by norm_num) (Finset.sum_nonneg fun i _ => Finset.sum_nonneg fun j hj =>
        mul_nonneg (hpos i j (Finset.mem_filter.mp hj).2).le (sq_nonneg _))
    linarith [split θ θ' h]
  · intro hmin
    obtain ⟨α, hα, huniq⟩ := exists_coulomb_gauge hG hw hpos hA
    have hc := constant_of_functional_nonpos hG hpos (χ := θ - α)
      (by linarith [split α θ hα, hmin α])
    obtain ⟨o⟩ := hG.nonempty
    refine (huniq θ).mpr ⟨θ o - α o, fun i => ?_⟩
    have h2 := hc i o
    simp only [Pi.sub_apply] at h2
    linarith
```

Q: Suppose two programs hand me the same field in different gauges. Do I get the same fixed phases?

A: You do, if their real phases differ by a real gauge transformation `χ`. When `θ'` fixes the transformed phases, `χ + θ'` fixes the original ones, so it differs from `θ` by a constant, which cancels on every bond. With the same weights in both programs, the bond phases themselves can then be compared after gauge fixing. If a program reduces its phases to $(-\pi,\pi]$, the two sets may also differ by multiples of $2\pi$ that no real gauge transformation removes, as in the triangle above. Energies are gauge-invariant and can be compared without any fixing.

```lean
/-- On a finite connected lattice with symmetric positive weights, gauge-equivalent antisymmetric
bond phases have the same Coulomb-gauge representative. -/
theorem coulomb_representative_unique (hG : G.Connected)
    (hw : ∀ i j, G.Adj i j → w i j = w j i) (hpos : ∀ i j, G.Adj i j → 0 < w i j)
    {A : V → V → ℝ} (hA : ∀ i j, G.Adj i j → A j i = -A i j) {χ θ θ' : V → ℝ}
    (h : IsCoulomb G w A θ) (h' : IsCoulomb G w (gaugeTransform A χ) θ') :
    gaugeTransform (gaugeTransform A χ) θ' = gaugeTransform A θ := by
  obtain ⟨α, _, huniq⟩ := exists_coulomb_gauge hG hw hpos hA
  have h'' : IsCoulomb G w A (χ + θ') := fun i => by
    rw [gaugeTransform_add]
    exact h' i
  obtain ⟨c, hc⟩ := (huniq θ).mp h
  obtain ⟨d, hd⟩ := (huniq (χ + θ')).mp h''
  rw [← gaugeTransform_add]
  funext i j
  simp only [gaugeTransform, hc, hd]
  ring

end

end LatticeCoulombGauge
```

```lean
#print axioms LatticeCoulombGauge.exists_coulomb_gauge
#print axioms LatticeCoulombGauge.coulomb_iff_minimises
#print axioms LatticeCoulombGauge.coulomb_representative_unique
```

```
'LatticeCoulombGauge.exists_coulomb_gauge' depends on axioms: [propext, Classical.choice, Quot.sound]
'LatticeCoulombGauge.coulomb_iff_minimises' depends on axioms: [propext, Classical.choice, Quot.sound]
'LatticeCoulombGauge.coulomb_representative_unique' depends on axioms: [propext, Classical.choice, Quot.sound]
```
